# A negative squared plasma frequency from first-order Methfessel-Paxton smearing on a finite k-mesh

## One level, two widths away

Take a single electronic state with energy $e$ and velocity $v\neq 0$. Its contribution to the intraband response is $v^2$ times a delta function that selects states at the Fermi level $\mu$. In a calculation with smearing, the delta function is replaced by a smooth kernel of width $s>0$, here the first-order Methfessel-Paxton kernel

$$D(x)=\frac{e^{-x^2}\left(\tfrac32-x^2\right)}{\sqrt\pi},\qquad x=\frac{e-\mu}{s}.$$

If the level lies two widths from the Fermi level, then $x^2=4$ and

$$D(2)=-\frac{5}{2}\,\frac{e^{-4}}{\sqrt\pi}\approx-0.026 .$$

The contribution $v^2D(2)/s$ is negative, although both $v^2$ and the delta function that $D$ replaces are nonnegative. If every state of a mesh sits in this negative tail and at least one of them has nonzero velocity, nothing compensates, and the total is negative as well.

## The mesh sum and its conventions

Let $k$ label the states of a finite mesh, with weights $w_k$, energies $e_k$ and velocities $v_k$ along the applied field. The squared plasma frequency is

$$\Omega^2=\sum_k w_k v_k^2\,\frac{1}{s}D\!\left(\frac{e_k-\mu}{s}\right).$$

The symbol $\Omega^2$ denotes this real number as a whole, which need not be the square of a real frequency. Positive prefactors such as the spin degeneracy, the squared charge and the inverse cell volume are absorbed in $w_k$. In a multiband system the label $k$ runs over pairs of band and wavevector.

For velocities with Cartesian components $v_{k,a}$, the corresponding tensor is

$$T_{ab}=\sum_k w_k v_{k,a}v_{k,b}\,\frac{1}{s}D\!\left(\frac{e_k-\mu}{s}\right).$$

The lossless Drude dielectric function at frequency $\omega\ne0$ is $\varepsilon(\omega)=1-\Omega^2/\omega^2$. It has no damping, and the interband background is set to one.

## When the sum is negative

**Sign of the kernel.** The factor $e^{-x^2}/\sqrt\pi$ is positive, so $D(x)<0$ exactly when $x^2>3/2$, that is, when $|x|>\sqrt{3/2}$.

**Sign of the sum.** Suppose that $w_k>0$ and $|e_k-\mu|>s\sqrt{3/2}$ for all $k$. Dividing by $s$ shows that every kernel value is negative, so every term of $\Omega^2$ is at most zero. If some velocity $v_{k_0}$ is nonzero, its term is strictly negative, and therefore $\Omega^2<0$.

**How negative it can be.** The inequality $y+1\le e^y$ at $y=x^2-5/2$ gives

$$x^2-\tfrac32\le e^{x^2-5/2}.$$

Multiplying by $e^{-x^2}$, dividing by $\sqrt\pi$ and changing the sign yields

$$D(x)\ge-\frac{e^{-5/2}}{\sqrt\pi}\approx-0.046 .$$

For nonnegative weights, summation gives

$$\Omega^2\ge-\frac{e^{-5/2}}{\sqrt\pi\,s}\sum_k w_kv_k^2 .$$

At $x^2=5/2$ the factor $3/2-x^2$ equals $-1$, so there is equality when all levels lie at distance $s\sqrt{5/2}$ from $\mu$.

**Directions.** For a vector $u$, interchanging the finite sums gives

$$\sum_{a,b}u_aT_{ab}u_b=\sum_k w_k(v_k\cdot u)^2\,\frac1sD\!\left(\frac{e_k-\mu}{s}\right).$$

This is the scalar problem with projected velocities. For positive weights and under the same distance condition, it is negative whenever some $v_k\cdot u$ is nonzero.

It would be wrong to conclude from one nonzero velocity that the tensor is negative definite. A single state with velocity $(1,0)$ gives zero along $u=(0,1)$. The condition has to concern the projection on the chosen $u$, and the formal hypothesis `hu` does so.

**Dielectric function.** If $\Omega^2<0$, then $-\Omega^2/\omega^2>0$ and $\varepsilon(\omega)>1$ at every nonzero real frequency. The Drude function then has no zero there, so this model loses its plasma oscillation.

## A metallic chain with four k-points

Consider the band $e(k)=-2t\cos k$ with $\mu=0$, lattice constant one and $\hbar=1$. The velocity is $e'(k)=2t\sin k$. On the mesh $k=\pm\pi/4,\pm3\pi/4$ with weights $1/4$, both $\cos^2k$ and $\sin^2k$ equal $1/2$, so $e(k)^2=v^2=2t^2$ at all four points. The distance condition $s\sqrt{3/2}<\sqrt2\,|t|$ becomes, after squaring, $3s^2<4t^2$.

For $t=s=1$ this reads $3<4$. Every point has $x^2=2$ and $v^2=2$, so

$$\Omega^2=4\cdot\frac14\cdot2\cdot\frac{e^{-2}(3/2-2)}{\sqrt\pi}=-\frac{e^{-2}}{\sqrt\pi}\approx-0.076 .$$

The lower bound is $-2e^{-5/2}/\sqrt\pi\approx-0.093$ in this case. At $\omega=1$ the Drude function is about $1.076$.

The chain is a metal: with the true delta function and a full Brillouin-zone average, the same quantity is $2|t|/\pi>0$. The negative sign comes from a mesh that has no point near the Fermi points $\pm\pi/2$. For independent-particle calculations on a finite mesh, a negative squared plasma frequency with this kernel is thus a reason to check the mesh spacing against the smearing width.

## The statements in Lean

The kernel is `mpDelta`, and the scalar sum is `plasmaSq w v e μ s`. The finite type `ι` is the set of mesh states, and `w v e : ι → ℝ` assign a weight, a velocity and an energy to each of them. In `plasmaTensor`, the type `d` labels Cartesian components, and `v k a` is the component written $v_{k,a}$ above. The expression `u ⬝ᵥ (plasmaTensor w v e μ s *ᵥ u)` is the quadratic form along `u`.

The main theorem, `plasmaSq_neg`, has four hypotheses:

- `hs` says that the smearing width is positive.
- `hw` says that every mesh weight is positive. With nonnegative weights one would need at least one moving state of positive weight, since otherwise the sum is zero.
- `hfar` places every level farther than $s\sqrt{3/2}$ from the Fermi level. Physically, the mesh has no state in the energy window where the kernel is nonnegative.
- `hv` provides a state that moves along the field.

The distance condition is sufficient for a negative sum, not necessary: a few levels inside the window may be outweighed by others. The Fermi level is an input and is not determined from an electron count. Energies and velocities are likewise independent inputs in the general theorems; only the chain example ties them together, by taking the velocity as `deriv (chainEnergy t)`. The kernel is the first-order one, and the response is that of independent particles.

```lean
import Mathlib

open Matrix

namespace MethfesselPaxtonPlasma

noncomputable section

/-- The first-order Methfessel-Paxton approximation to the delta function. -/
def mpDelta (x : ℝ) : ℝ :=
  Real.exp (-x ^ 2) * (3 / 2 - x ^ 2) / Real.sqrt Real.pi

/-- The intraband squared plasma frequency on a finite mesh, with weights `w`, velocities `v` along
the field, band energies `e`, Fermi level `μ` and smearing width `s > 0`. -/
def plasmaSq {ι : Type*} [Fintype ι] (w v e : ι → ℝ) (μ s : ℝ) : ℝ :=
  ∑ k, w k * v k ^ 2 * (mpDelta ((e k - μ) / s) / s)

/-- The intraband plasma tensor on a finite mesh, for vector velocities `v k` and smearing width
`s > 0`. -/
def plasmaTensor {ι d : Type*} [Fintype ι] (w : ι → ℝ) (v : ι → d → ℝ) (e : ι → ℝ)
    (μ s : ℝ) : Matrix d d ℝ :=
  Matrix.of fun a b => ∑ k, w k * (v k a * v k b) * (mpDelta ((e k - μ) / s) / s)

/-- The lossless Drude dielectric function with squared plasma frequency `Ωsq`, for real
frequencies `ω ≠ 0`. -/
def drudeEps (Ωsq ω : ℝ) : ℝ := 1 - Ωsq / ω ^ 2

/-- The smeared delta function is negative exactly at distances beyond `√(3/2)`. -/
theorem mpDelta_neg_iff (x : ℝ) : mpDelta x < 0 ↔ Real.sqrt (3 / 2) < |x| := by
  have hc : 0 < Real.exp (-x ^ 2) / Real.sqrt Real.pi :=
    div_pos (Real.exp_pos _) (Real.sqrt_pos.2 Real.pi_pos)
  have heq : mpDelta x = (3 / 2 - x ^ 2) * (Real.exp (-x ^ 2) / Real.sqrt Real.pi) := by
    unfold mpDelta
    ring
  rw [heq, ← Real.sqrt_sq_eq_abs, Real.sqrt_lt_sqrt_iff (by norm_num : (0 : ℝ) ≤ 3 / 2)]
  constructor
  · intro h
    by_contra hn
    have h2 := mul_nonneg (sub_nonneg.2 (not_lt.1 hn)) hc.le
    linarith
  · intro h
    exact mul_neg_of_neg_of_pos (by linarith) hc

/-- The smeared delta function never falls below `-exp(-5/2)/√π`. -/
theorem mpDelta_ge (x : ℝ) :
    -(Real.exp (-(5 / 2)) / Real.sqrt Real.pi) ≤ mpDelta x := by
  -- the tangent-line bound for the exponential, taken at x² = 5/2
  have h := mul_le_mul_of_nonneg_right (Real.add_one_le_exp (x ^ 2 - 5 / 2))
    (Real.exp_pos (-x ^ 2)).le
  have he : Real.exp (x ^ 2 - 5 / 2) * Real.exp (-x ^ 2) = Real.exp (-(5 / 2)) := by
    rw [← Real.exp_add]
    congr 1
    ring
  rw [he] at h
  unfold mpDelta
  rw [← neg_div]
  exact (div_le_div_iff_of_pos_right (Real.sqrt_pos.2 Real.pi_pos)).2 (by linarith)

/-- If every level is farther than `s √(3/2)` from the Fermi level, the weights and the width
`s` are positive, and some velocity is nonzero, the squared plasma frequency is negative. -/
theorem plasmaSq_neg {ι : Type*} [Fintype ι] {w v e : ι → ℝ} {μ s : ℝ} (hs : 0 < s)
    (hw : ∀ k, 0 < w k) (hfar : ∀ k, s * Real.sqrt (3 / 2) < |e k - μ|)
    (hv : ∃ k, v k ≠ 0) : plasmaSq w v e μ s < 0 := by
  -- every level sees the negative tail of the kernel
  have hδ : ∀ k, mpDelta ((e k - μ) / s) / s < 0 := fun k =>
    div_neg_of_neg_of_pos ((mpDelta_neg_iff _).2 (by
      rw [abs_div, abs_of_pos hs, lt_div_iff₀ hs]
      linarith [hfar k])) hs
  obtain ⟨k₀, hk₀⟩ := hv
  have h : plasmaSq w v e μ s < ∑ _k : ι, (0 : ℝ) := by
    unfold plasmaSq
    refine Finset.sum_lt_sum (fun k _ => ?_) ⟨k₀, Finset.mem_univ _, ?_⟩
    · exact mul_nonpos_of_nonneg_of_nonpos (mul_nonneg (hw k).le (sq_nonneg _)) (hδ k).le
    · exact mul_neg_of_pos_of_neg (mul_pos (hw k₀) (by positivity)) (hδ k₀)
  rwa [Finset.sum_const_zero] at h

/-- For nonnegative weights and positive width, the squared plasma frequency is bounded below
by `-exp(-5/2)/(√π s)` times the weighted sum of squared velocities. -/
theorem plasmaSq_ge {ι : Type*} [Fintype ι] {w : ι → ℝ} (v e : ι → ℝ) (μ : ℝ) {s : ℝ}
    (hs : 0 < s) (hw : ∀ k, 0 ≤ w k) :
    -(Real.exp (-(5 / 2)) / Real.sqrt Real.pi) / s * ∑ k, w k * v k ^ 2
      ≤ plasmaSq w v e μ s := by
  unfold plasmaSq
  rw [Finset.mul_sum]
  refine Finset.sum_le_sum fun k _ => ?_
  have h := (div_le_div_iff_of_pos_right hs).2 (mpDelta_ge ((e k - μ) / s))
  exact (mul_comm _ _).le.trans
    (mul_le_mul_of_nonneg_left h (mul_nonneg (hw k) (sq_nonneg (v k))))

/-- If `s > 0` and every level lies at distance `s √(5/2)` from the Fermi level, the squared plasma
frequency equals `-exp(-5/2)/(√π s)` times the weighted sum of squared velocities. -/
theorem plasmaSq_eq_bound {ι : Type*} [Fintype ι] (w v : ι → ℝ) {e : ι → ℝ} {μ s : ℝ}
    (hs : 0 < s) (he : ∀ k, |e k - μ| = s * Real.sqrt (5 / 2)) :
    plasmaSq w v e μ s =
      -(Real.exp (-(5 / 2)) / Real.sqrt Real.pi) / s * ∑ k, w k * v k ^ 2 := by
  unfold plasmaSq
  rw [Finset.mul_sum]
  refine Finset.sum_congr rfl fun k _ => ?_
  have hx : ((e k - μ) / s) ^ 2 = 5 / 2 := by
    rw [div_pow, ← sq_abs (e k - μ), he k, mul_pow,
      Real.sq_sqrt (by norm_num : (0 : ℝ) ≤ 5 / 2)]
    exact mul_div_cancel_left₀ _ (pow_ne_zero 2 hs.ne')
  unfold mpDelta
  rw [hx]
  ring

/-- The plasma tensor contracted twice with a vector `u` is the squared plasma frequency
computed from the velocities projected on `u`. -/
theorem plasmaTensor_form {ι d : Type*} [Fintype ι] [Fintype d] (w : ι → ℝ)
    (v : ι → d → ℝ) (e : ι → ℝ) (μ s : ℝ) (u : d → ℝ) :
    u ⬝ᵥ (plasmaTensor w v e μ s *ᵥ u) = plasmaSq w (fun k => v k ⬝ᵥ u) e μ s := by
  simp only [plasmaTensor, plasmaSq, dotProduct, Matrix.mulVec, Matrix.of_apply, sq,
    Finset.mul_sum, Finset.sum_mul]
  -- bring the mesh sum inside the two sums over Cartesian components
  rw [Finset.sum_comm (s := (Finset.univ : Finset ι))]
  refine Finset.sum_congr rfl fun a _ => ?_
  rw [Finset.sum_comm (s := (Finset.univ : Finset ι))]
  refine Finset.sum_congr rfl fun b _ => Finset.sum_congr rfl fun k _ => ?_
  ring

/-- With positive weights and width and all levels farther than `s √(3/2)` from the Fermi
level, the plasma tensor is negative along every `u` on which some velocity projects. -/
theorem plasmaTensor_neg {ι d : Type*} [Fintype ι] [Fintype d] {w : ι → ℝ}
    {v : ι → d → ℝ} {e : ι → ℝ} {μ s : ℝ} (hs : 0 < s) (hw : ∀ k, 0 < w k)
    (hfar : ∀ k, s * Real.sqrt (3 / 2) < |e k - μ|) {u : d → ℝ}
    (hu : ∃ k, v k ⬝ᵥ u ≠ 0) : u ⬝ᵥ (plasmaTensor w v e μ s *ᵥ u) < 0 := by
  rw [plasmaTensor_form]
  exact plasmaSq_neg hs hw hfar hu

/-- A negative squared plasma frequency makes the Drude dielectric function exceed one at
every nonzero real frequency. -/
theorem one_lt_drudeEps {Ωsq ω : ℝ} (hΩ : Ωsq < 0) (hω : ω ≠ 0) : 1 < drudeEps Ωsq ω := by
  have h : Ωsq / ω ^ 2 < 0 := div_neg_of_neg_of_pos hΩ (by positivity)
  unfold drudeEps
  linarith

/-- The nearest-neighbour tight-binding band of a chain with hopping `t`. -/
def chainEnergy (t : ℝ) : ℝ → ℝ := fun k => -2 * t * Real.cos k

/-- The four-point mesh `k = ±π/4, ±3π/4`. -/
def chainMesh : Fin 4 → ℝ :=
  ![Real.pi / 4, Real.pi - Real.pi / 4, -(Real.pi / 4), -(Real.pi - Real.pi / 4)]

/-- For the tight-binding chain with Fermi level at the band centre, sampled at
`k = ±π/4, ±3π/4`, the squared plasma frequency is negative if `s > 0` and `3 s² < 4 t²`. -/
theorem chain_plasmaSq_neg {t s : ℝ} (hs : 0 < s) (hst : 3 * s ^ 2 < 4 * t ^ 2) :
    plasmaSq (fun _ => 1 / 4) (fun j => deriv (chainEnergy t) (chainMesh j))
      (fun j => chainEnergy t (chainMesh j)) 0 s < 0 := by
  have hcos : ∀ j, Real.cos (chainMesh j) ^ 2 = 1 / 2 := by
    intro j
    fin_cases j <;> simp [chainMesh, Real.cos_pi_div_four, div_pow] <;> norm_num
  refine plasmaSq_neg hs (fun _ => by norm_num) (fun j => ?_) ⟨0, ?_⟩
  · -- all four energies have square 2 t²
    have hE : (chainEnergy t (chainMesh j) - 0) ^ 2 = 2 * t ^ 2 := by
      unfold chainEnergy
      linear_combination 4 * t ^ 2 * hcos j
    refine lt_of_pow_lt_pow_left₀ 2 (abs_nonneg _) ?_
    rw [sq_abs, hE, mul_pow, Real.sq_sqrt (by norm_num : (0 : ℝ) ≤ 3 / 2)]
    linarith
  · -- the group velocity 2 t sin k does not vanish at the mesh point k = π/4
    have hd : deriv (chainEnergy t) (chainMesh 0) = -2 * t * -Real.sin (chainMesh 0) :=
      ((Real.hasDerivAt_cos (chainMesh 0)).const_mul (-2 * t)).deriv
    have ht : t ≠ 0 := by
      rintro rfl
      nlinarith [sq_nonneg s]
    have hsin : Real.sin (chainMesh 0) ≠ 0 := by
      intro h
      have h1 := Real.sin_sq_add_cos_sq (chainMesh 0)
      rw [h, hcos 0] at h1
      norm_num at h1
    rw [hd]
    exact mul_ne_zero (mul_ne_zero (by norm_num) ht) (neg_ne_zero.2 hsin)

end

end MethfesselPaxtonPlasma
```

```lean
#print axioms MethfesselPaxtonPlasma.plasmaSq_eq_bound
-- 'MethfesselPaxtonPlasma.plasmaSq_eq_bound' depends on axioms: [propext, Classical.choice, Quot.sound]
#print axioms MethfesselPaxtonPlasma.plasmaTensor_neg
-- 'MethfesselPaxtonPlasma.plasmaTensor_neg' depends on axioms: [propext, Classical.choice, Quot.sound]
#print axioms MethfesselPaxtonPlasma.one_lt_drudeEps
-- 'MethfesselPaxtonPlasma.one_lt_drudeEps' depends on axioms: [propext, Classical.choice, Quot.sound]
#print axioms MethfesselPaxtonPlasma.chain_plasmaSq_neg
-- 'MethfesselPaxtonPlasma.chain_plasmaSq_neg' depends on axioms: [propext, Classical.choice, Quot.sound]
```

## From the kernel to the mesh

`mpDelta_neg_iff` first writes the kernel as $3/2-x^2$ times a positive factor. It then replaces $|x|$ by $\sqrt{x^2}$, so that comparing the square roots becomes comparing $3/2$ with $x^2$. In one direction, assuming $x^2\le3/2$ would make the product nonnegative, a contradiction. In the other, a negative number times a positive one is negative.

`mpDelta_ge` starts from `Real.add_one_le_exp (x ^ 2 - 5 / 2)`, multiplied by $e^{-x^2}$. The auxiliary equation `he` combines the two exponentials into $e^{-5/2}$, and division by $\sqrt\pi$ finishes the bound.

In `plasmaSq_neg`, the step `hδ` divides the distance condition by $s$ and applies the sign criterion to every level. `Finset.sum_lt_sum` then compares the plasma sum with a sum of zeros. It asks for a weak inequality in every term and a strict one in some term; the state `k₀` with nonzero velocity supplies the latter.

`plasmaSq_ge` moves the constant inside the sum and applies `mpDelta_ge` term by term. `plasmaSq_eq_bound` derives $x^2=5/2$ from the prescribed distance and substitutes it into the kernel. This equality needs no sign condition on the weights.

## From the tensor to the chain

`plasmaTensor_form` expands the matrix product and the scalar products into finite sums. Two uses of `Finset.sum_comm` bring the component sums and the mesh sum into the same order on both sides, after which `ring` compares the individual terms. `plasmaTensor_neg` rewrites with this identity and applies the scalar theorem to the projected velocities. `one_lt_drudeEps` is the sign argument for $-\Omega^2/\omega^2$.

For the chain, `hcos` checks $\cos^2k=1/2$ at each of the four points. The general theorem then leaves two substantive conditions:

- **Distance.** `hE` computes the squared energy $2t^2$. The lemma `lt_of_pow_lt_pow_left₀` reduces the required inequality to one between squares, which is $3s^2<4t^2$ up to a factor.
- **Velocity.** The point with index `0`, $k=\pi/4$, serves as the moving state. `hd` differentiates the band there. The hopping is nonzero because $t=0$ would give $3s^2<0$. The sine is nonzero because otherwise $\sin^2k+\cos^2k=1$ would force $\cos^2k=1$, against `hcos`.
